# Cholesky pivots do not decrease when a positive semidefinite matrix is added to a positive definite overlap matrix

Q: I enlarge the integration region for my basis functions, and every norm grows. I would like to conclude that no function has moved closer to the span of the earlier ones, but larger norms don't give me that. Take the unit overlap matrix and replace it by $\begin{pmatrix}4&3\\3&2.5\end{pmatrix}$. Both diagonal entries grow, yet the second diagonal entry of the Cholesky factor falls from $1$ to $0.5$. What would it be enough to know about the change?

A: That it is positive semidefinite. Let $S=LL^\dagger$ and $T=MM^\dagger$ be the old and new overlap matrices, with $L$ and $M$ lower triangular and their diagonals positive. If $T-S$ is positive semidefinite, then $L_{kk}\le M_{kk}$ for every $k$. Your enlarged region qualifies: $x^\dagger(T-S)x$ is the integral of $|\sum_i x_i\chi_i|^2$ over the added volume, where $\chi_i$ are the basis functions and $x_i$ their coefficients. Your matrix example does not qualify.

I call $L_{kk}$ the pivot; many textbooks use that word for $L_{kk}^2$. The result concerns the functions as they stand, not renormalised ones. Adding $\begin{pmatrix}3&3\\3&3\end{pmatrix}$ to the unit matrix raises the second pivot from $1$ to about $1.32$, but the normalised functions then overlap by $3/4$, and their second pivot is only about $0.66$.

Q: Derive it without Lean first.

A: Call $x^\dagger Sx$ the self-overlap of $x$. With $y=L^\dagger x$ it equals $\sum_i|y_i|^2$. Consider trial vectors with $x_k=1$ and $x_j=0$ for $j>k$: function $k$ plus any mixture of earlier ones. In
$$y_k=\sum_j\overline{L_{jk}}\,x_j$$
the terms with $j<k$ vanish because $L$ is lower triangular, and those with $j>k$ vanish because $x_j=0$. So $y_k=L_{kk}$, and the self-overlap is at least $L_{kk}^2$.

The bound is reached. Solve $L^\dagger x=L_{kk}e_k$, with $e_k$ the $k$-th unit vector, by back substitution. The rows below $k$ give $x_j=0$ for $j>k$, and row $k$ gives $x_k=1$. Hence $L_{kk}^2$ is the least self-overlap over the trial vectors, and $L_{kk}$ is the norm of what remains of $\chi_k$ after projecting out the earlier functions.

Now let $x$ be the minimiser for $T$. It is also a trial vector for $S$, so
$$L_{kk}^2\le x^\dagger Sx\le x^\dagger Tx=M_{kk}^2,$$
and positive square roots keep the order.

Q: Can all pivots stay the same while the matrix changes?

A: Not under this hypothesis. Equal pivots force $x^\dagger(T-S)x=0$ for each minimiser. Writing $T-S=B^\dagger B$ gives $\|Bx\|^2=0$, so $(T-S)x=0$. The minimisers are $M_{kk}(M^\dagger)^{-1}e_k$, which span the space, so $T=S$.

Q: Show me numbers with complex entries.

A: Take
$$S=\begin{pmatrix}1&-i\\i&2\end{pmatrix},\qquad T=\begin{pmatrix}4&-2i\\2i&5\end{pmatrix}.$$
The difference has eigenvalues $2$ and $4$. For the second function the trial vectors are $(a,1)$, with self-overlaps $|a-i|^2+1$ in $S$ and $|2a-i|^2+4$ in $T$. The minima are $1$ and $4$, so the second pivots are $1$ and $2$. At $a=i/2$, the minimiser for $T$, the chain reads $1\le 5/4\le 4$.

For a single basis function, $L_{00}=\sqrt{S_{00}}$, and the result is just that the square root is increasing.

Q: Now the formal version. What are its matrices?

A: Complex $n\times n$ matrices, with indices running from $0$ to $n-1$.

```lean
import Mathlib

open Matrix
open scoped ComplexOrder

namespace CholeskyPivots

variable {n : ℕ} {S T L M : Matrix (Fin n) (Fin n) ℂ}
```

Q: Where is positive definiteness assumed?

A: It is contained in the next definition, since an $S$ with such a factor is positive definite. The factor is given as data; its existence for every positive definite matrix is a standard fact that the theorems don't need.

```lean
/-- `L` is the Cholesky factor of the overlap matrix `S`: it is lower triangular, its diagonal
entries (the pivots) are real and positive, and `S = L Lᴴ`. -/
structure IsCholesky (S L : Matrix (Fin n) (Fin n) ℂ) : Prop where
  lower : ∀ i j, i < j → L i j = 0
  pos : ∀ i, 0 < L i i
  factor : S = L * Lᴴ
```

Q: `0 < L i i` compares complex numbers. Is that meaningful?

A: In the order used here, $z\le w$ means that the real parts are ordered and the imaginary parts are equal. So `pos` says that the pivot is real and positive. The self-overlap is also complex-valued, and its inequalities are read the same way.

```lean
/-- The self-overlap `xᴴ S x` of the function with coefficients `x` in a basis with
overlap matrix `S`. -/
def selfOverlap (S : Matrix (Fin n) (Fin n) ℂ) (x : Fin n → ℂ) : ℂ :=
  star x ⬝ᵥ S *ᵥ x

/-- The coefficient vectors of basis function `k` plus any combination of the earlier ones. -/
def trial (k : Fin n) : Set (Fin n → ℂ) :=
  {x | x k = 1 ∧ ∀ j, k < j → x j = 0}
```

Q: So what does the main theorem say?

A: `pivot_mono` takes `IsCholesky S L`, `IsCholesky T M` and `(T - S).PosSemidef`, and concludes `L k k ≤ M k k` for every `k`. `pivots_eq_iff` adds that, under the same hypotheses, all pivots agree exactly when `S = T`.

Q: And my program?

A: Its factor satisfies $S=LL^\dagger$ only up to rounding, whereas `factor` demands equality, so passing to computed pivots needs an error estimate. With that proviso, the result applies to a linear-dependence check that requires each $L_{kk}$ to reach a fixed threshold: a function that passes with $S$ also passes with $T$. A check on the eigenvalues of the overlap matrix is a different test. The basis must be finite, with the same order in both factorisations, and its functions must not be renormalised in between. Pivoted Cholesky may reorder the two bases differently. Nor does the conclusion cover a check that drops failing functions as it proceeds: a function dropped with $S$ may be kept with $T$, and a later one is then measured against a larger span.

Q: Take me through the proof.

A: First, pivots equal their conjugates, and the self-overlap becomes a sum of squared moduli.

```lean
/-- The pivots of a Cholesky factor equal their complex conjugates. -/
theorem IsCholesky.star_diag (h : IsCholesky S L) (k : Fin n) : star (L k k) = L k k :=
  Complex.conj_eq_iff_im.mpr (Complex.lt_def.mp (h.pos k)).2.symm

/-- The self-overlap is the sum of the squared moduli of the components of `Lᴴ x`, the
coefficients in the orthonormal basis that the Cholesky factor defines. -/
theorem selfOverlap_eq (h : IsCholesky S L) (x : Fin n → ℂ) :
    selfOverlap S x = ∑ i, star ((Lᴴ *ᵥ x) i) * (Lᴴ *ᵥ x) i := by
  have hs : star (Lᴴ *ᵥ x) = star x ᵥ* L := by
    rw [Matrix.star_mulVec, Matrix.conjTranspose_conjTranspose]
  unfold selfOverlap
  rw [h.factor, ← Matrix.mulVec_mulVec, Matrix.dotProduct_mulVec, ← hs]
  rfl
```

Then comes $y_k=L_{kk}x_k$. `Finset.sum_eq_single` keeps the term $j=k$, and the two cases $j<k$ and $j>k$ are the two reasons for vanishing given above.

```lean
/-- If a function contains no basis function later than `k`, its orthonormal component `k` is
the pivot `L k k` times its coefficient `x k`. -/
theorem component_eq (h : IsCholesky S L) (k : Fin n) (x : Fin n → ℂ)
    (hx : ∀ j, k < j → x j = 0) : (Lᴴ *ᵥ x) k = L k k * x k := by
  change ∑ j, star (L j k) * x j = L k k * x k
  rw [Finset.sum_eq_single k]
  · rw [h.star_diag]
  · intro j _ hj
    rcases lt_or_gt_of_ne hj with h1 | h1
    · rw [h.lower j k h1, star_zero, zero_mul]
    · rw [hx j h1, mul_zero]
  · intro hk
    exact absurd (Finset.mem_univ k) hk
```

To solve the triangular system, Lean needs $L^\dagger$ to be invertible. Its determinant is the product of the pivots.

```lean
/-- The adjoint of a Cholesky factor has an invertible determinant. -/
theorem IsCholesky.isUnit_det (h : IsCholesky S L) : IsUnit (Lᴴ).det := by
  have hU : (Lᴴ).BlockTriangular id := fun i j hij => by
    change star (L j i) = 0
    rw [h.lower j i hij, star_zero]
  rw [Matrix.det_of_isUpperTriangular hU, isUnit_iff_ne_zero, Finset.prod_ne_zero_iff]
  intro i _
  change star (L i i) ≠ 0
  rw [h.star_diag]
  exact (h.pos i).ne'
```

Back substitution is replaced by the fact that the inverse of an upper triangular matrix is upper triangular, which gives $x_j=0$ beyond $k$. The lemma `component_eq` then yields $x_k=1$.

```lean
/-- Some combination of basis function `k` with the earlier ones has `L k k` as its only nonzero
orthonormal component, at position `k`, and has self-overlap `(L k k)²`. -/
theorem exists_residual (h : IsCholesky S L) (k : Fin n) :
    ∃ x ∈ trial k, Lᴴ *ᵥ x = Pi.single k (L k k) ∧ selfOverlap S x = L k k ^ 2 := by
  have hU : (Lᴴ).BlockTriangular id := fun i j hij => by
    change star (L j i) = 0
    rw [h.lower j i hij, star_zero]
  have := Matrix.invertibleOfIsUnitDet _ h.isUnit_det
  have hV := Matrix.blockTriangular_inv_of_blockTriangular hU
  -- solve the triangular system; the solution has no components beyond `k`
  obtain ⟨x, hx⟩ : ∃ x, x = (Lᴴ)⁻¹ *ᵥ Pi.single k (L k k) := ⟨_, rfl⟩
  have hL : Lᴴ *ᵥ x = Pi.single k (L k k) := by
    rw [hx, Matrix.mulVec_mulVec, Matrix.mul_nonsing_inv _ h.isUnit_det, Matrix.one_mulVec]
  have h0 : ∀ j, k < j → x j = 0 := by
    intro j hj
    have hz : (Lᴴ)⁻¹ j k = 0 := hV hj
    rw [hx]
    simp only [Matrix.mulVec, dotProduct_single]
    rw [hz, zero_mul]
  have h1 : x k = 1 := by
    have hc := component_eq h k x h0
    rw [hL, Pi.single_eq_same] at hc
    exact mul_left_cancel₀ (h.pos k).ne' (by rw [← hc, mul_one])
  refine ⟨x, ⟨h1, h0⟩, hL, ?_⟩
  rw [selfOverlap_eq h, hL, Finset.sum_eq_single k]
  · rw [Pi.single_eq_same, h.star_diag, sq]
  · intro j _ hj
    rw [Pi.single_eq_of_ne hj, mul_zero]
  · intro hk
    exact absurd (Finset.mem_univ k) hk
```

`IsLeast` combines the two halves of the minimum: the value is attained, and it is a lower bound. The bound keeps one nonnegative term of the sum.

```lean
/-- Variational principle for the pivots: `(L k k)²` is the least self-overlap that basis function
`k` can reach when any combination of the earlier functions is added to it. -/
theorem pivot_isLeast (h : IsCholesky S L) (k : Fin n) :
    IsLeast (selfOverlap S '' trial k) (L k k ^ 2) := by
  constructor
  · obtain ⟨x, hx, _, hs⟩ := exists_residual h k
    exact ⟨x, hx, hs⟩
  · rintro _ ⟨x, hx, rfl⟩
    have hc : (Lᴴ *ᵥ x) k = L k k := by rw [component_eq h k x hx.2, hx.1, mul_one]
    rw [selfOverlap_eq h]
    calc L k k ^ 2 = star ((Lᴴ *ᵥ x) k) * (Lᴴ *ᵥ x) k := by rw [hc, h.star_diag, sq]
      _ ≤ ∑ i, star ((Lᴴ *ᵥ x) i) * (Lᴴ *ᵥ x) i :=
        Finset.single_le_sum (f := fun i => star ((Lᴴ *ᵥ x) i) * (Lᴴ *ᵥ x) i)
          (fun i _ => star_mul_self_nonneg _) (Finset.mem_univ k)
```

Q: Where does $T-S$ enter?

A: Here, as the middle inequality of the chain.

```lean
/-- If `T - S` is positive semidefinite, no self-overlap decreases from `S` to `T`. -/
theorem selfOverlap_mono (hST : (T - S).PosSemidef) (x : Fin n → ℂ) :
    selfOverlap S x ≤ selfOverlap T x := by
  have h := hST.dotProduct_mulVec_nonneg x
  rw [Matrix.sub_mulVec, dotProduct_sub] at h
  exact sub_nonneg.mp h
```

The main theorem assembles the chain, passes to real parts, and lets `nlinarith` remove the squares.

```lean
/-- Monotonicity of Cholesky pivots: if `T - S` is positive semidefinite, each pivot of `S` is at
most the corresponding pivot of `T`. -/
theorem pivot_mono (hS : IsCholesky S L) (hT : IsCholesky T M) (hST : (T - S).PosSemidef)
    (k : Fin n) : L k k ≤ M k k := by
  -- the minimiser for `T` is a trial vector for `S`
  obtain ⟨x, hx, _, hxT⟩ := exists_residual hT k
  have h1 : L k k ^ 2 ≤ selfOverlap S x := (pivot_isLeast hS k).2 ⟨x, hx, rfl⟩
  have h2 : L k k ^ 2 ≤ M k k ^ 2 := hxT ▸ h1.trans (selfOverlap_mono hST x)
  -- both pivots are positive reals, so the squares can be removed
  obtain ⟨la, lb⟩ := Complex.lt_def.mp (hS.pos k)
  obtain ⟨ma, mb⟩ := Complex.lt_def.mp (hT.pos k)
  have h3 := (Complex.le_def.mp h2).1
  simp only [sq, Complex.mul_re, ← lb, ← mb, Complex.zero_im, mul_zero, sub_zero] at h3
  simp only [Complex.zero_re] at la ma
  refine Complex.le_def.mpr ⟨?_, lb.symm.trans mb⟩
  by_contra hlt
  nlinarith [not_le.mp hlt]
```

For equality, `hD` shows column by column that $(T-S)(M^\dagger)^{-1}=0$, which is the spanning argument in matrix form. The reverse direction applies `pivot_mono` both ways.

```lean
/-- Equality case: if `T - S` is positive semidefinite, all pivots of `S` and `T` agree exactly
when the two overlap matrices are equal. -/
theorem pivots_eq_iff (hS : IsCholesky S L) (hT : IsCholesky T M) (hST : (T - S).PosSemidef) :
    (∀ k, L k k = M k k) ↔ S = T := by
  constructor
  · intro hp
    -- every minimiser for `T` is annihilated by `T - S`, and the minimisers span the space
    have hD : (T - S) * (Mᴴ)⁻¹ = 0 := by
      ext i k
      obtain ⟨x, hx, hM, hxT⟩ := exists_residual hT k
      have h1 : L k k ^ 2 ≤ selfOverlap S x := (pivot_isLeast hS k).2 ⟨x, hx, rfl⟩
      rw [hp k, ← hxT] at h1
      have h2 : star x ⬝ᵥ (T - S) *ᵥ x = 0 := by
        rw [Matrix.sub_mulVec, dotProduct_sub]
        exact sub_eq_zero.mpr (le_antisymm h1 (selfOverlap_mono hST x))
      have h3 := (hST.dotProduct_mulVec_zero_iff x).mp h2
      have h4 : ((T - S) * (Mᴴ)⁻¹) *ᵥ Pi.single k (M k k) = 0 := by
        rw [← hM, Matrix.mulVec_mulVec, Matrix.mul_assoc,
          Matrix.nonsing_inv_mul _ hT.isUnit_det, Matrix.mul_one, h3]
      have h5 := congrFun h4 i
      simp only [Matrix.mulVec, dotProduct_single, Pi.zero_apply] at h5
      exact (mul_eq_zero.mp h5).resolve_right (hT.pos k).ne'
    have h6 : T - S = 0 := by
      rw [← Matrix.mul_one (T - S), ← Matrix.nonsing_inv_mul _ hT.isUnit_det,
        ← Matrix.mul_assoc, hD, Matrix.zero_mul]
    exact (sub_eq_zero.mp h6).symm
  · rintro rfl k
    exact le_antisymm (pivot_mono hS hT hST k) (pivot_mono hT hS hST k)
```

Q: Does anything satisfy all these hypotheses?

A: The complex pair from before does. Its difference is written as a Gram matrix $A^\dagger A$, which is positive semidefinite.

```lean
/-- Two complex overlap matrices with explicit Cholesky factors and a positive semidefinite
difference. -/
theorem pivot_mono_witness :
    IsCholesky !![1, -Complex.I; Complex.I, 2] !![1, 0; Complex.I, 1] ∧
    IsCholesky !![4, -2 * Complex.I; 2 * Complex.I, 5] !![2, 0; Complex.I, 2] ∧
    (!![4, -2 * Complex.I; 2 * Complex.I, 5] -
      !![1, -Complex.I; Complex.I, 2] : Matrix (Fin 2) (Fin 2) ℂ).PosSemidef := by
  refine ⟨⟨?_, ?_, ?_⟩, ⟨?_, ?_, ?_⟩, ?_⟩
  · intro i j hij
    fin_cases i <;> fin_cases j <;> simp_all
  · intro i
    fin_cases i <;> simp
  · ext i j
    fin_cases i <;> fin_cases j <;> norm_num [Matrix.mul_apply, Fin.sum_univ_succ]
  · intro i j hij
    fin_cases i <;> fin_cases j <;> simp_all
  · intro i
    fin_cases i <;> simp
  · ext i j
    have h2 : (starRingEnd ℂ) 2 = 2 := Complex.conj_eq_iff_im.mpr (by simp)
    fin_cases i <;> fin_cases j <;>
      norm_num [Matrix.mul_apply, Fin.sum_univ_succ, h2]
    ring
  · -- the difference is the Gram matrix of two vectors in three dimensions
    have hA : (!![4, -2 * Complex.I; 2 * Complex.I, 5] -
        !![1, -Complex.I; Complex.I, 2] : Matrix (Fin 2) (Fin 2) ℂ) =
        (!![1, -Complex.I; 1, -Complex.I; 1, Complex.I] : Matrix (Fin 3) (Fin 2) ℂ)ᴴ *
          !![1, -Complex.I; 1, -Complex.I; 1, Complex.I] := by
      ext i j
      fin_cases i <;> fin_cases j <;>
        norm_num [Matrix.mul_apply, Fin.sum_univ_succ] <;> ring
    rw [hA]
    exact Matrix.posSemidef_conjTranspose_mul_self _
```

Q: If I see ordered pivots, may I infer ordered matrices?

A: No. The unit matrix and $\begin{pmatrix}1&1\\1&2\end{pmatrix}$ both have pivots $1,1$. Were their difference positive semidefinite, the equality theorem would make them the same matrix, but their off-diagonal entries differ.

```lean
/-- The converse fails: the pivots of these two overlap matrices are ordered, but the difference of
the matrices is not positive semidefinite. -/
theorem converse_fails :
    IsCholesky (1 : Matrix (Fin 2) (Fin 2) ℂ) 1 ∧
    IsCholesky !![1, 1; 1, 2] !![1, 0; 1, 1] ∧
    (∀ k, (1 : Matrix (Fin 2) (Fin 2) ℂ) k k ≤ !![1, 0; 1, 1] k k) ∧
    ¬ (!![1, 1; 1, 2] - 1 : Matrix (Fin 2) (Fin 2) ℂ).PosSemidef := by
  have h1 : IsCholesky (1 : Matrix (Fin 2) (Fin 2) ℂ) 1 :=
    ⟨fun i j hij => Matrix.one_apply_ne hij.ne, fun i => by simp, by simp⟩
  have h2 : IsCholesky (!![1, 1; 1, 2] : Matrix (Fin 2) (Fin 2) ℂ) !![1, 0; 1, 1] := by
    refine ⟨?_, ?_, ?_⟩
    · intro i j hij
      fin_cases i <;> fin_cases j <;> simp_all
    · intro i
      fin_cases i <;> simp
    · ext i j
      fin_cases i <;> fin_cases j <;> norm_num [Matrix.mul_apply, Fin.sum_univ_succ]
  have hp : ∀ k, (1 : Matrix (Fin 2) (Fin 2) ℂ) k k = !![1, 0; 1, 1] k k := by
    intro k
    fin_cases k <;> simp
  refine ⟨h1, h2, fun k => (hp k).le, fun h => ?_⟩
  -- equal pivots would force equal matrices
  have he := congrFun (congrFun ((pivots_eq_iff h1 h2 h).mp hp) 0) 1
  simp at he

end CholeskyPivots
```

```lean
#print axioms CholeskyPivots.pivots_eq_iff
#print axioms CholeskyPivots.converse_fails
```

```
'CholeskyPivots.pivots_eq_iff' depends on axioms: [propext, Classical.choice, Quot.sound]
'CholeskyPivots.converse_fails' depends on axioms: [propext, Classical.choice, Quot.sound]
```
